# Gibbs-vector composition of two finite rotations whose product is not a half-turn

Add the Gibbs vectors of two quarter turns, about x and about y, and the sum is the same in either order. The turns themselves, taken in opposite orders, can leave a molecule in different orientations. The correct rule lets one compose orientation updates of a rigid molecule in simulation, here in exact real arithmetic and with half-turns excluded.

A rotation by θ about a unit vector n, with |θ| < π, has Gibbs vector a = tan(θ/2) n. Vectors are functions `Fin 3 → ℝ` with components a₀, a₁, a₂; `⬝ᵥ` is the dot product ⟨a,b⟩ and `⨯₃` the cross product.

```lean
import Mathlib

open Matrix

namespace GibbsComposition

noncomputable section
```

The matrix [a] is given by its entries.

```lean
/-- The cross-product matrix `[a]` of a vector `a`. -/
def crossMatrix (a : Fin 3 → ℝ) : Matrix (Fin 3) (Fin 3) ℝ :=
  !![0, -a 2, a 1; a 2, 0, -a 0; -a 1, a 0, 0]
```

The rotation matrix C(a) acts on column vectors, so C(a)C(b) applies b first. Its reading as a rotation comes from geometry; the file works from the formula alone.

```lean
/-- The Cayley matrix `C(a) = (1 + [a]) (1 - [a])⁻¹` of a Gibbs vector `a`. -/
def cayley (a : Fin 3 → ℝ) : Matrix (Fin 3) (Fin 3) ℝ :=
  (1 + crossMatrix a) * (1 - crossMatrix a)⁻¹
```

Two further vectors enter at (g) and (h).

```lean
/-- The vector `a + b + a × b`, the numerator of the composition law. -/
def compAxis (a b : Fin 3 → ℝ) : Fin 3 → ℝ := a + b + a ⨯₃ b

/-- The composed Gibbs vector `(a + b + a × b) / (1 - ⟨a, b⟩)`, for `⟨a, b⟩ ≠ 1`. -/
def gibbsComp (a b : Fin 3 → ℝ) : Fin 3 → ℝ := (1 - a ⬝ᵥ b)⁻¹ • compAxis a b
```

(a) Show that [a] acts as the cross product:

[a]x = a × x

Row 0 gives a₁x₂ − a₂x₁; the other rows follow cyclically. Lean compares components with `fin_cases` and `ring`.

```lean
/-- The matrix `[a]` acts on a vector `x` as the cross product `a × x`. -/
theorem crossMatrix_mulVec (a x : Fin 3 → ℝ) : crossMatrix a *ᵥ x = a ⨯₃ x := by
  ext i
  fin_cases i <;>
    simp [crossMatrix, cross_apply, Matrix.mulVec, dotProduct, Fin.sum_univ_three] <;> ring
```

(b) Show that

1 + ⟨a,a⟩ > 0

The dot product is a sum of squares.

```lean
private lemma norm_pos (a : Fin 3 → ℝ) : 0 < 1 + a ⬝ᵥ a := by
  simp only [dotProduct, Fin.sum_univ_three]
  nlinarith [mul_self_nonneg (a 0), mul_self_nonneg (a 1), mul_self_nonneg (a 2)]
```

(c) Show that, for real r,

[ra] = r[a]

Every entry is linear in a.

```lean
private lemma crossMatrix_smul (r : ℝ) (a : Fin 3 → ℝ) :
    crossMatrix (r • a) = r • crossMatrix a := by
  ext i j
  fin_cases i <;> fin_cases j <;> simp [crossMatrix]
```

(d) Show that [a] determines a:

[a] = [b] ⇒ a = b

Entries (2,1), (0,2) and (1,0) are a₀, a₁ and a₂.

```lean
private lemma crossMatrix_inj {a b : Fin 3 → ℝ} (h : crossMatrix a = crossMatrix b) :
    a = b := by
  ext i
  fin_cases i
  · exact congrFun (congrFun h 2) 1
  · exact congrFun (congrFun h 0) 2
  · exact congrFun (congrFun h 1) 0
```

(e) Show that 1 − [a] is invertible, using

(1 − [a])(1 + [a] + aaᵀ) = (1 + ⟨a,a⟩)1

Since [a]a = 0 and [a]² = aaᵀ − ⟨a,a⟩1, the left side is 1 − [a]² + aaᵀ, which equals the right side. Divide by the positive number from (b). Lean checks the identity entrywise and states invertibility through the determinant.

```lean
/-- The matrix `1 - [a]` is invertible for every real vector `a`. -/
theorem isUnit_det_one_sub (a : Fin 3 → ℝ) : IsUnit (1 - crossMatrix a).det := by
  have h : (1 - crossMatrix a) * (1 + crossMatrix a + vecMulVec a a)
      = (1 + a ⬝ᵥ a) • (1 : Matrix (Fin 3) (Fin 3) ℝ) := by
    ext i j
    fin_cases i <;> fin_cases j <;>
      simp [crossMatrix, Matrix.mul_apply, Fin.sum_univ_three, vecMulVec_apply,
        dotProduct] <;> ring
  apply Matrix.isUnit_det_of_right_inverse
    (B := (1 + a ⬝ᵥ a)⁻¹ • (1 + crossMatrix a + vecMulVec a a))
  rw [Matrix.mul_smul, h, smul_smul, inv_mul_cancel₀ (norm_pos a).ne', one_smul]
```

(f) Show that

C(a)(1 − [a]) = 1 + [a]

By (e), the inverse in C(a) cancels.

```lean
private lemma cayley_mul (a : Fin 3 → ℝ) :
    cayley a * (1 - crossMatrix a) = 1 + crossMatrix a := by
  unfold cayley
  rw [mul_assoc, Matrix.nonsing_inv_mul _ (isUnit_det_one_sub a), mul_one]
```

(g) Let w = a + b + a × b (`compAxis`) and s = 1 − ⟨a,b⟩, with s also standing for s times the identity. Show, for all a and b, that

C(a)C(b)(s − [w]) = s + [w]

Use [a][b] = baᵀ − ⟨a,b⟩1 and [a × b] = baᵀ − abᵀ. Expanding, with [a]a = [b]b = 0, gives

(1 − [b])(1 − [a] − baᵀ) = 1 − [a] − [b] + abᵀ − baᵀ − ⟨a,b⟩1 = s − [w]

(1 + [a])(1 + [b] − abᵀ) = 1 + [a] + [b] + baᵀ − abᵀ − ⟨a,b⟩1 = s + [w]

Both (1 + [b])(1 − [a] − baᵀ) and (1 − [a])(1 + [b] − abᵀ) expand to

1 − [a] + [b] − abᵀ − baᵀ + ⟨a,b⟩1

Hence, using (f) twice,

C(a)C(b)(s − [w])
= C(a)(1 + [b])(1 − [a] − baᵀ)
= C(a)(1 − [a])(1 + [b] − abᵀ)
= (1 + [a])(1 + [b] − abᵀ)
= s + [w]

In Lean, `h1`, `h2` and `h3` are the factorisations, and the last `rw` is this chain.

```lean
/-- With `w = a + b + a × b` and `s = 1 - ⟨a, b⟩`, the product of two Cayley matrices
satisfies `C(a) C(b) (s - [w]) = s + [w]`, for all `a` and `b`. -/
theorem cayley_mul_cayley_mul (a b : Fin 3 → ℝ) :
    cayley a * cayley b * ((1 - a ⬝ᵥ b) • 1 - crossMatrix (compAxis a b))
      = (1 - a ⬝ᵥ b) • 1 + crossMatrix (compAxis a b) := by
  -- three factorisations pass the product through the two rotations
  have h1 : (1 - a ⬝ᵥ b) • 1 - crossMatrix (compAxis a b)
      = (1 - crossMatrix b) * (1 - crossMatrix a - vecMulVec b a) := by
    ext i j
    fin_cases i <;> fin_cases j <;>
      simp [crossMatrix, compAxis, cross_apply, Matrix.mul_apply, Fin.sum_univ_three,
        vecMulVec_apply, dotProduct] <;> ring
  have h2 : (1 + crossMatrix b) * (1 - crossMatrix a - vecMulVec b a)
      = (1 - crossMatrix a) * (1 + crossMatrix b - vecMulVec a b) := by
    ext i j
    fin_cases i <;> fin_cases j <;>
      simp [crossMatrix, Matrix.mul_apply, Fin.sum_univ_three, vecMulVec_apply] <;> ring
  have h3 : (1 + crossMatrix a) * (1 + crossMatrix b - vecMulVec a b)
      = (1 - a ⬝ᵥ b) • 1 + crossMatrix (compAxis a b) := by
    ext i j
    fin_cases i <;> fin_cases j <;>
      simp [crossMatrix, compAxis, cross_apply, Matrix.mul_apply, Fin.sum_univ_three,
        vecMulVec_apply, dotProduct] <;> ring
  rw [h1, mul_assoc, ← mul_assoc (cayley b), cayley_mul, h2, ← mul_assoc, cayley_mul, h3]
```

(h) Show that, if ⟨a,b⟩ ≠ 1,

C(a)C(b) = C((a + b + a × b)/(1 − ⟨a,b⟩))

Put c = w/s (`gibbsComp`). Dividing (g) by s gives C(a)C(b)(1 − [c]) = 1 + [c]; multiply on the right by (1 − [c])⁻¹.

```lean
/-- Gibbs composition law: if `⟨a, b⟩ ≠ 1`, then
`C(a) C(b) = C((a + b + a × b) / (1 - ⟨a, b⟩))`. -/
theorem gibbs_composition (a b : Fin 3 → ℝ) (hab : a ⬝ᵥ b ≠ 1) :
    cayley a * cayley b = cayley (gibbsComp a b) := by
  have hs : 1 - a ⬝ᵥ b ≠ 0 := sub_ne_zero.mpr hab.symm
  -- divide the preceding identity by `1 - ⟨a, b⟩`
  have h : cayley a * cayley b * (1 - crossMatrix (gibbsComp a b))
      = 1 + crossMatrix (gibbsComp a b) := by
    unfold gibbsComp
    rw [crossMatrix_smul]
    calc cayley a * cayley b * (1 - (1 - a ⬝ᵥ b)⁻¹ • crossMatrix (compAxis a b))
        = (1 - a ⬝ᵥ b)⁻¹ • (cayley a * cayley b *
            ((1 - a ⬝ᵥ b) • 1 - crossMatrix (compAxis a b))) := by
          rw [← Matrix.mul_smul, smul_sub, smul_smul, inv_mul_cancel₀ hs, one_smul]
      _ = 1 + (1 - a ⬝ᵥ b)⁻¹ • crossMatrix (compAxis a b) := by
          rw [cayley_mul_cayley_mul, smul_add, smul_smul, inv_mul_cancel₀ hs, one_smul]
  rw [cayley.eq_1 (gibbsComp a b), ← h, mul_assoc,
    Matrix.mul_nonsing_inv _ (isUnit_det_one_sub _), mul_one]
```

The hypothesis matters: for a = b = (1,0,0), two quarter turns make the half-turn diag(1,−1,−1). Lean's division by zero would give c = 0 and the identity matrix instead.

(i) Show that C(c) reverses no nonzero vector, stated for the columns of a 3 × 3 real matrix M:

C(c)M = −M ⇒ M = 0

By (f), (1 + C(c))(1 − [c]) = 2, so 1 + C(c) is invertible, and it annihilates M. `mul_eq_one_comm` supplies the inverse on the other side.

```lean
/-- A Cayley matrix reverses no nonzero vector: if `C(c)` reverses every column of `M`,
then `M = 0`. -/
theorem eq_zero_of_reversed (c : Fin 3 → ℝ) (M : Matrix (Fin 3) (Fin 3) ℝ)
    (h : cayley c * M = -M) : M = 0 := by
  have h1 : ((1 / 2 : ℝ) • (1 + cayley c)) * (1 - crossMatrix c) = 1 := by
    rw [Matrix.smul_mul, add_mul, one_mul, cayley_mul]
    module
  have h2 := mul_eq_one_comm.mp h1
  calc M = (1 - crossMatrix c) * ((1 / 2 : ℝ) • (1 + cayley c)) * M := by
        rw [h2, one_mul]
    _ = (1 - crossMatrix c) * ((1 / 2 : ℝ) • (M + cayley c * M)) := by
        rw [mul_assoc, Matrix.smul_mul, add_mul, one_mul]
    _ = 0 := by rw [h, add_neg_cancel, smul_zero, mul_zero]
```

(j) Show that the Gibbs vector is unique:

C(a) = C(b) ⇒ a = b

Subtracting (f) for b from (f) for a gives C(a)([b] − [a]) = −([b] − [a]). Apply (i), then (d).

```lean
/-- Different Gibbs vectors have different Cayley matrices. -/
theorem cayley_injective : Function.Injective cayley := by
  intro a b h
  have ha := cayley_mul a
  have hb := cayley_mul b
  rw [← h] at hb
  have h0 := eq_zero_of_reversed a (crossMatrix b - crossMatrix a) (by
    calc cayley a * (crossMatrix b - crossMatrix a)
        = cayley a * (1 - crossMatrix a) - cayley a * (1 - crossMatrix b) := by
          noncomm_ring
      _ = -(crossMatrix b - crossMatrix a) := by rw [ha, hb]; abel)
  exact (crossMatrix_inj (sub_eq_zero.mp h0)).symm
```

(k) For ⟨a,b⟩ = 1, show that w ≠ 0 and

C(a)C(b)[w] = −[w]

Here ⟨a,w⟩ = ⟨a,a⟩ + 1 > 0, so w ≠ 0. Setting s = 0 in (g) gives the equation.

```lean
/-- If `⟨a, b⟩ = 1`, then `w = a + b + a × b` is nonzero and `C(a) C(b)` reverses every
vector of the form `w × x`. -/
theorem reversal_of_dot_eq_one (a b : Fin 3 → ℝ) (hab : a ⬝ᵥ b = 1) :
    compAxis a b ≠ 0 ∧
      cayley a * cayley b * crossMatrix (compAxis a b) = -crossMatrix (compAxis a b) := by
  constructor
  · intro hw
    have h := congrArg (fun v => a ⬝ᵥ v) hw
    simp only [compAxis, dotProduct_add, dot_self_cross, dotProduct_zero, hab] at h
    linarith [norm_pos a]
  · have h := cayley_mul_cayley_mul a b
    rw [hab, sub_self, zero_smul, zero_sub, zero_add, mul_neg] at h
    exact neg_eq_iff_eq_neg.mp h
```

(l) Show that

C(a)C(b) = C(c) for some c ⇔ ⟨a,b⟩ ≠ 1

If ⟨a,b⟩ = 1, such a c would give [w] = 0 by (k) and (i), hence w = 0, a contradiction. Otherwise (h) supplies c.

```lean
/-- The product `C(a) C(b)` has a Gibbs vector exactly when `⟨a, b⟩ ≠ 1`. -/
theorem exists_gibbs_vector_iff (a b : Fin 3 → ℝ) :
    (∃ c, cayley a * cayley b = cayley c) ↔ a ⬝ᵥ b ≠ 1 := by
  constructor
  · rintro ⟨c, hc⟩ hab
    obtain ⟨hw, hrev⟩ := reversal_of_dot_eq_one a b hab
    rw [hc] at hrev
    have h0 := eq_zero_of_reversed c _ hrev
    apply hw
    apply crossMatrix_inj
    rw [h0, ← zero_smul ℝ (0 : Fin 3 → ℝ), crossMatrix_smul, zero_smul]
  · exact fun hab => ⟨gibbsComp a b, gibbs_composition a b hab⟩
```

(m) Show that −b gives the inverse rotation:

C(−b)C(b) = 1

By (f) for −b, C(−b)(1 + [b]) = 1 − [b]. Multiply on the right by (1 − [b])⁻¹.

```lean
private lemma cayley_neg_mul (b : Fin 3 → ℝ) : cayley (-b) * cayley b = 1 := by
  have h := cayley_mul (-b)
  rw [← neg_one_smul ℝ b, crossMatrix_smul, neg_one_smul, neg_one_smul, sub_neg_eq_add,
    ← sub_eq_add_neg] at h
  rw [cayley.eq_1 b, ← mul_assoc, h, Matrix.mul_nonsing_inv _ (isUnit_det_one_sub b)]
```

With (h), this also gives the relative rotation when ⟨a,b⟩ ≠ −1:

C(a)C(b)⁻¹ = C((a − b − a × b)/(1 + ⟨a,b⟩))

(n) Suppose C(a) and C(b) commute. Show that

C(a)C(−b) = C(−b)C(a)

Multiply C(b)C(a) = C(a)C(b) by C(−b) on both sides and cancel with (m).

```lean
private lemma commute_neg (a b : Fin 3 → ℝ)
    (h : cayley a * cayley b = cayley b * cayley a) :
    cayley a * cayley (-b) = cayley (-b) * cayley a := by
  have h1 := cayley_neg_mul b
  have h2 := mul_eq_one_comm.mp h1
  calc cayley a * cayley (-b)
      = cayley (-b) * cayley b * (cayley a * cayley (-b)) := by rw [h1, one_mul]
    _ = cayley (-b) * (cayley b * cayley a) * cayley (-b) := by simp only [mul_assoc]
    _ = cayley (-b) * cayley a * (cayley b * cayley (-b)) := by
        rw [← h]; simp only [mul_assoc]
    _ = cayley (-b) * cayley a := by rw [h2, mul_one]
```

(o) For ⟨a,b⟩ ≠ 1, show that

C(a)C(b) = C(b)C(a) ⇔ a × b = 0

By (h) and (j), the products agree exactly when a + b + a × b = b + a − a × b, that is, 2(a × b) = 0.

```lean
private lemma commute_iff_aux (a b : Fin 3 → ℝ) (hab : a ⬝ᵥ b ≠ 1) :
    cayley a * cayley b = cayley b * cayley a ↔ a ⨯₃ b = 0 := by
  have hba : b ⬝ᵥ a ≠ 1 := by rwa [dotProduct_comm]
  have hs : (1 - a ⬝ᵥ b)⁻¹ ≠ 0 := inv_ne_zero (sub_ne_zero.mpr hab.symm)
  have hx : b ⨯₃ a = -(a ⨯₃ b) := (cross_anticomm a b).symm
  rw [gibbs_composition a b hab, gibbs_composition b a hba, cayley_injective.eq_iff]
  unfold gibbsComp compAxis
  rw [dotProduct_comm b a, hx]
  constructor
  · intro h
    have h' := smul_right_injective (Fin 3 → ℝ) hs h
    ext i
    have hi := congrFun h' i
    simp only [Pi.add_apply, Pi.neg_apply] at hi
    simp only [Pi.zero_apply]
    linarith
  · intro h
    rw [h, neg_zero, add_comm b a]
```

(p) Remove the restriction in (o), so that for all a and b

C(a)C(b) = C(b)C(a) ⇔ a × b = 0

If ⟨a,b⟩ = 1, then ⟨a,−b⟩ = −1, so (o) applies to a and −b. Part (n), used in both directions, returns to b, and a × (−b) = −(a × b). Half-turns, having no Gibbs vector, are not covered: two about perpendicular axes commute.

```lean
/-- The matrices `C(a)` and `C(b)` commute exactly when `a × b = 0`. -/
theorem cayley_commute_iff (a b : Fin 3 → ℝ) :
    cayley a * cayley b = cayley b * cayley a ↔ a ⨯₃ b = 0 := by
  by_cases hab : a ⬝ᵥ b = 1
  · -- replace `b` by `-b`, which inverts the second rotation
    have hn : a ⬝ᵥ (-b) ≠ 1 := by
      rw [dotProduct_neg, hab]
      norm_num
    have h := commute_iff_aux a (-b) hn
    rw [map_neg, neg_eq_zero] at h
    refine Iff.trans ⟨commute_neg a b, fun h' => ?_⟩ h
    have h'' := commute_neg a (-b) h'
    rwa [neg_neg] at h''
  · exact commute_iff_aux a b hab

end

end GibbsComposition
```

```lean
#print axioms GibbsComposition.crossMatrix_mulVec
#print axioms GibbsComposition.exists_gibbs_vector_iff
#print axioms GibbsComposition.cayley_commute_iff
```

```
'GibbsComposition.crossMatrix_mulVec' depends on axioms: [propext, Classical.choice, Quot.sound]
'GibbsComposition.exists_gibbs_vector_iff' depends on axioms: [propext, Classical.choice, Quot.sound]
'GibbsComposition.cayley_commute_iff' depends on axioms: [propext, Classical.choice, Quot.sound]
```
